# A fixed cutoff on a Gaussian auxiliary field suppresses strong real couplings most

Suppose a simulation discards every standard normal auxiliary field $x$ with $|x|>4$. Such fields have probability below $10^{-4}$, and one might conclude that every average loses about that fraction and that the loss cancels in ratios. For the average of $e^{ax}$ this is wrong. At $a=0$ the loss is indeed below $10^{-4}$, but at $a=4$ about half of the average is gone. The loss depends on the coupling $a$, and it therefore changes the relative weights of configurations.

## The retained fraction is the probability of a shifted window

The average arises when a squared quantity in an exponent is made linear. If a configuration has the value $v$ of a one-body observable, and a time step $\tau>0$ contributes the factor $e^{\tau\lambda v^2/2}$ with $\lambda\ge 0$, then setting $a=\sqrt{\tau\lambda}\,v$ gives

$$e^{a^2/2}=E[e^{ax}],$$

where $E$ is the expectation over $x$. This is the Hubbard–Stratonovich identity for one field. With a cutoff $c>0$, define

$$T(a)=E\big[e^{ax}\,\mathbf 1(|x|\le c)\big],\qquad R(a)=e^{-a^2/2}\,T(a),$$

where $\mathbf 1$ equals 1 if its condition holds and 0 otherwise. Since the exact average is $e^{a^2/2}$, $R(a)$ is the fraction of it that survives the cutoff. The claim is that $R(a)=P(|x+a|\le c)$, that $R(b)<R(a)$ whenever $|a|<|b|$, and that $R(a)\to0$ as $|a|\to\infty$.

Write $g(x)=e^{-x^2/2}/\sqrt{2\pi}$ for the normal density. Because $-\tfrac12x^2+ax-\tfrac12a^2=-\tfrac12(x-a)^2$,

$$R(a)=\int_{-c}^{c}g(x)\,e^{ax-a^2/2}\,dx=\int_{-c}^{c}g(x-a)\,dx=\int_{-c-a}^{c-a}g(y)\,dy.$$

The last integral is the probability that $-c-a\le x\le c-a$, which is the condition $|x+a|\le c$. The factor $e^{ax}$ has moved the important fields to the neighbourhood of $x=a$, while the window has stayed at the origin.

Replacing $y$ by $-y$ shows that $R(-a)=R(a)$. Differentiating with respect to the two limits of integration, and using that $g$ is even, gives

$$R'(a)=-g(c-a)+g(-c-a)=g(a+c)-g(a-c).$$

For $a>0$ we have $(a+c)^2-(a-c)^2=4ac>0$, so $g(a+c)<g(a-c)$ and $R'(a)<0$. Hence $R$ strictly decreases on $[0,\infty)$; the vanishing derivative at $a=0$ does no harm, since $R$ is continuous there. Evenness turns this into strict decrease with $|a|$.

For the limit, $ax\le c|a|$ on the window, so $T(a)\le e^{c|a|}$ and

$$0\le R(a)\le e^{c|a|-a^2/2}.$$

Once $|a|\ge 2c+2$, the exponent is at most $-|a|$, and the bound tends to zero.

Finally, let $|a|<|b|$. Then $R(a)>R(b)\ge0$, so $T(a)>0$ and

$$\frac{T(b)}{T(a)}=\frac{e^{b^2/2}}{e^{a^2/2}}\,\frac{R(b)}{R(a)}<\frac{e^{b^2/2}}{e^{a^2/2}}.$$

The more strongly coupled configuration receives too little weight relative to the other. Dividing $T$ by $P(|x|\le c)$, as one would for fields redrawn until they fall inside the window, leaves this ratio unchanged. In auxiliary-field Monte Carlo the inequality describes a hard cutoff on the field $x$ itself, for a single field with a real scalar coupling. If the fields are instead drawn from a normal distribution centred at $a$ and reweighted to keep the average exact, and the cutoff acts on the deviation $x-a$, the retained fraction is $R(0)$ for every $a$ and the relative weights are unchanged.

## The truncated field in Lean

```lean
import Mathlib

open MeasureTheory ProbabilityTheory Filter Topology

namespace TruncatedAuxiliaryField

noncomputable section
```

The field is distributed by `gaussianReal 0 1`, whose arguments are the mean and the variance. The indicator function sets the integrand to zero when $|x|>c$. Large fields are thus discarded; resetting them to $\pm c$ would define a different average.

```lean
/-- The average of `exp (a x)` over a standard normal auxiliary field `x`, with all fields of
magnitude above the cutoff `c` contributing zero and no renormalisation. -/
def truncatedAverage (c a : ℝ) : ℝ :=
  ∫ x, {x : ℝ | |x| ≤ c}.indicator (fun x => Real.exp (a * x)) x ∂(gaussianReal 0 1)
```

The function `truncatedAverage c a` is $T(a)$, and the next definition is $R(a)$. In Lean `-a ^ 2 / 2` means $-(a^2)/2$. Both arguments are real numbers, which excludes the imaginary coupling that the same decoupling produces for $\lambda<0$. That is the sign obtained when electron repulsion is written as a positive sum of squares of density operators. Neither definition requires $c$ to be positive; the theorems add a condition on $c$ where they need one.

```lean
/-- The truncated average multiplied by `exp (-a ^ 2 / 2)`. -/
def retainedFraction (c a : ℝ) : ℝ :=
  Real.exp (-a ^ 2 / 2) * truncatedAverage c a
```

The density $g$ is written out explicitly, so that it can be differentiated and compared at different points.

```lean
/-- The standard normal density of the auxiliary field. -/
def fieldDensity (x : ℝ) : ℝ :=
  (√(2 * Real.pi))⁻¹ * Real.exp (-x ^ 2 / 2)
```

## The exact average and the completed square

The untruncated average is the moment generating function of the normal distribution, which Mathlib already contains. The proof specialises it to mean 0 and variance 1.

```lean
/-- Without a cutoff, the average of `exp (a x)` over the auxiliary field is
`exp (a ^ 2 / 2)`. -/
theorem exact_average (a : ℝ) :
    ∫ x, Real.exp (a * x) ∂(gaussianReal 0 1) = Real.exp (a ^ 2 / 2) := by
  have h := mgf_gaussianReal (p := gaussianReal 0 1) (X := id) Measure.map_id a
  simpa [mgf] using h
```

The next lemma converts an expectation restricted to an interval $[l,u]$ into an ordinary integral against $g$. It first identifies Mathlib's density with `fieldDensity`, then compares the two integrands inside and outside the interval. The function `f` is arbitrary, and two choices are used later: $f(x)=e^{ax}$ for $T$ and $f=1$ for a probability.

```lean
/-- The average of an observable restricted to a window of fields is the integral of the
observable times the normal density over that window. -/
theorem window_average {l u : ℝ} (h : l ≤ u) (f : ℝ → ℝ) :
    ∫ x, (Set.Icc l u).indicator f x ∂(gaussianReal 0 1)
      = ∫ x in l..u, fieldDensity x * f x := by
  have hpdf : ∀ x, gaussianPDFReal 0 1 x = fieldDensity x := by
    intro x
    simp [gaussianPDFReal, fieldDensity]
  rw [integral_gaussianReal_eq_integral_smul one_ne_zero, intervalIntegral.integral_of_le h,
    ← integral_Icc_eq_integral_Ioc, ← integral_indicator measurableSet_Icc]
  congr 1
  ext x
  by_cases hx : x ∈ Set.Icc l u
  · simp only [Set.indicator_of_mem hx, smul_eq_mul, hpdf]
  · simp only [Set.indicator_of_notMem hx, smul_zero]
```

With this lemma the completed square takes the same form as in the derivation above. The set $|x|\le c$ is rewritten as $[-c,c]$, and the prefactor $e^{-a^2/2}$ is moved under the integral. The integral over the shifted window is rewritten as $\int_{-c}^{c}g(x-a)\,dx$. Both sides then have the same limits, and the identity `h` shows that their integrands agree.

```lean
/-- For a nonnegative cutoff, the retained fraction is the normal density integrated over
the window `[-c, c]` shifted by `-a`. -/
theorem retainedFraction_eq_integral {c : ℝ} (hc : 0 ≤ c) (a : ℝ) :
    retainedFraction c a = ∫ x in (-c - a)..(c - a), fieldDensity x := by
  have hset : {x : ℝ | |x| ≤ c} = Set.Icc (-c) c := by
    ext x
    simp only [Set.mem_ofPred_eq, Set.mem_Icc, abs_le]
  unfold retainedFraction truncatedAverage
  rw [hset, window_average (by linarith), ← intervalIntegral.integral_const_mul,
    ← intervalIntegral.integral_comp_sub_right (fun x => fieldDensity x) a]
  apply intervalIntegral.integral_congr
  intro x _
  -- completing the square
  have h : Real.exp (-(x - a) ^ 2 / 2)
      = Real.exp (-a ^ 2 / 2) * Real.exp (-x ^ 2 / 2) * Real.exp (a * x) := by
    rw [← Real.exp_add, ← Real.exp_add]
    congr 1
    ring
  simp only [fieldDensity]
  rw [h]
  ring
```

## Evenness and the derivative

For evenness, `h` is the substitution $y\to-y$ and `he` is the evenness of $g$. What remains is to match the limits of integration.

```lean
/-- For a nonnegative cutoff, the retained fraction does not depend on the sign of the
coupling. -/
theorem retainedFraction_neg {c : ℝ} (hc : 0 ≤ c) (a : ℝ) :
    retainedFraction c (-a) = retainedFraction c a := by
  have h : ∫ x in (-c - a)..(c - a), fieldDensity (-x)
      = ∫ x in (-(c - a))..(-(-c - a)), fieldDensity x :=
    intervalIntegral.integral_comp_neg (fun x => fieldDensity x)
  have he : ∀ x, fieldDensity (-x) = fieldDensity x := by
    intro x
    simp only [fieldDensity, neg_sq]
  simp only [he] at h
  rw [retainedFraction_eq_integral hc, retainedFraction_eq_integral hc,
    show -c - -a = -(c - a) by ring, show c - -a = -(-c - a) by ring]
  exact h.symm
```

For the derivative, `hfun` writes $R$ as the difference of two integrals that start at 0. The fundamental theorem of calculus, in `hG`, differentiates each with respect to its upper limit, and the chain rule supplies the factor $-1$ from $c-t$ and $-c-t$. The equalities `e1` and `e2` use the evenness of $g$ to bring the result to the form $g(a+c)-g(a-c)$.

```lean
/-- For a nonnegative cutoff, the retained fraction changes with the coupling at a rate equal
to the difference of the normal densities at `a + c` and `a - c`. -/
theorem hasDerivAt_retainedFraction {c : ℝ} (hc : 0 ≤ c) (a : ℝ) :
    HasDerivAt (retainedFraction c) (fieldDensity (a + c) - fieldDensity (a - c)) a := by
  have hcont : Continuous fieldDensity := by
    unfold fieldDensity
    fun_prop
  have hG : ∀ y, HasDerivAt (fun u => ∫ x in (0 : ℝ)..u, fieldDensity x) (fieldDensity y) y :=
    fun y => (hcont.integral_hasStrictDerivAt 0 y).hasDerivAt
  have hfun : retainedFraction c = fun t =>
      (∫ x in (0 : ℝ)..(c - t), fieldDensity x) - ∫ x in (0 : ℝ)..(-c - t), fieldDensity x := by
    funext t
    rw [retainedFraction_eq_integral hc, intervalIntegral.integral_interval_sub_left
      (hcont.intervalIntegrable _ _) (hcont.intervalIntegrable _ _)]
  have h1 := HasDerivAt.comp a (hG (c - a)) ((hasDerivAt_id' a).const_sub c)
  have h2 := HasDerivAt.comp a (hG (-c - a)) ((hasDerivAt_id' a).const_sub (-c))
  rw [hfun]
  refine (h1.fun_sub h2).congr_deriv ?_
  have e1 : fieldDensity (c - a) = fieldDensity (a - c) := by
    simp only [fieldDensity, show (c - a) ^ 2 = (a - c) ^ 2 by ring]
  have e2 : fieldDensity (-c - a) = fieldDensity (a + c) := by
    simp only [fieldDensity, show (-c - a) ^ 2 = (a + c) ^ 2 by ring]
  rw [e1, e2]
  ring
```

## Bounds on the retained fraction

The upper bound follows from a pointwise estimate, `hb`: the truncated integrand never exceeds $e^{c|a|}$ in absolute value. Since the Gaussian measure has total mass 1, the integral obeys the same bound. Multiplication by $e^{-a^2/2}$ finishes the proof.

```lean
/-- The retained fraction is at most `exp (c |a| - a ^ 2 / 2)`. -/
theorem retainedFraction_le (c a : ℝ) :
    retainedFraction c a ≤ Real.exp (c * |a| - a ^ 2 / 2) := by
  have hb : ∀ x : ℝ, ‖{x : ℝ | |x| ≤ c}.indicator (fun x => Real.exp (a * x)) x‖
      ≤ Real.exp (c * |a|) := by
    intro x
    by_cases hx : x ∈ {x : ℝ | |x| ≤ c}
    · rw [Set.indicator_of_mem hx, Real.norm_eq_abs, abs_of_pos (Real.exp_pos _),
        Real.exp_le_exp]
      have hx' : |x| ≤ c := hx
      calc a * x ≤ |a * x| := le_abs_self _
        _ = |x| * |a| := by rw [abs_mul, mul_comm]
        _ ≤ c * |a| := by gcongr
    · rw [Set.indicator_of_notMem hx, norm_zero]
      exact (Real.exp_pos _).le
  have h := norm_integral_le_of_norm_le_const (μ := gaussianReal 0 1)
    (Eventually.of_forall hb)
  have hone : (gaussianReal 0 1).real Set.univ = 1 := by simp
  rw [hone, mul_one] at h
  have hT : truncatedAverage c a ≤ Real.exp (c * |a|) := (Real.le_norm_self _).trans h
  calc retainedFraction c a ≤ Real.exp (-a ^ 2 / 2) * Real.exp (c * |a|) :=
        mul_le_mul_of_nonneg_left hT (Real.exp_pos _).le
    _ = Real.exp (c * |a| - a ^ 2 / 2) := by
        rw [← Real.exp_add]
        congr 1
        ring
```

The lower bound holds because the integrand and the prefactor are nonnegative.

```lean
/-- The retained fraction is nonnegative. -/
theorem retainedFraction_nonneg (c a : ℝ) : 0 ≤ retainedFraction c a :=
  mul_nonneg (Real.exp_pos _).le
    (integral_nonneg fun x => Set.indicator_nonneg (fun _ _ => (Real.exp_pos _).le) x)
```

## Suppression of strong coupling

The main theorem joins the three claims. In the first, `(gaussianReal 0 1).real` is the probability of a set as a real number. In the third, `cocompact ℝ` is the filter for leaving every bounded set, so the limit covers large couplings of either sign.

The hypothesis `0 < c` says that the window has positive width. At $c=0$ it shrinks to a point and $R$ vanishes for every $a$, so $c\ge0$ would not suffice for strict decrease.

The proof has one part for each claim:

- The probability is written as the expectation of an indicator, and `window_average` with $f=1$ turns it into the integral already found for $R(a)$.
- `hanti` is strict decrease on $[0,\infty)$, obtained from continuity there and a negative derivative in the interior. The comparison of exponents rests on $tc>0$, where $t$ is the coupling. `habs` replaces a coupling by its absolute value.
- `hlin` shows that $ct-t^2/2\to-\infty$ by comparison with $-t$ for $t\ge 2c+2$. The function $R$ is then squeezed between zero and the exponential bound.

```lean
/-- For a positive cutoff `c`, the retained fraction is the probability that the shifted field
`x + a` lies within the cutoff; it strictly decreases with `|a|` and tends to zero as `|a|`
grows. -/
theorem cutoff_suppression {c : ℝ} (hc : 0 < c) :
    (∀ a, retainedFraction c a = (gaussianReal 0 1).real {x : ℝ | |x + a| ≤ c}) ∧
    (∀ a b, |a| < |b| → retainedFraction c b < retainedFraction c a) ∧
    Tendsto (retainedFraction c) (cocompact ℝ) (𝓝 0) := by
  refine ⟨fun a => ?_, fun a b hab => ?_, ?_⟩
  · have hset : {x : ℝ | |x + a| ≤ c} = Set.Icc (-c - a) (c - a) := by
      ext x
      simp only [Set.mem_ofPred_eq, Set.mem_Icc, abs_le, sub_le_iff_le_add, le_sub_iff_add_le]
    rw [hset, ← integral_indicator_one measurableSet_Icc, window_average (by linarith),
      retainedFraction_eq_integral hc.le]
    simp only [Pi.one_apply, mul_one]
  · -- the derivative is negative at positive coupling
    have hanti : StrictAntiOn (retainedFraction c) (Set.Ici 0) := by
      apply strictAntiOn_of_deriv_neg (convex_Ici 0)
      · exact fun t _ => (hasDerivAt_retainedFraction hc.le t).continuousAt.continuousWithinAt
      · intro t ht
        rw [interior_Ici] at ht
        have ht' : 0 < t := ht
        rw [(hasDerivAt_retainedFraction hc.le t).deriv, sub_neg]
        unfold fieldDensity
        have hlt : Real.exp (-(t + c) ^ 2 / 2) < Real.exp (-(t - c) ^ 2 / 2) :=
          Real.exp_lt_exp.2 (by nlinarith [mul_pos ht' hc])
        exact mul_lt_mul_of_pos_left hlt (by positivity)
    have habs : ∀ t, retainedFraction c |t| = retainedFraction c t := by
      intro t
      rcases abs_choice t with h | h
      · rw [h]
      · rw [h, retainedFraction_neg hc.le]
    rw [← habs a, ← habs b]
    exact hanti (abs_nonneg a) (abs_nonneg b) hab
  · -- the Gaussian factor beats the exponential growth on the window
    have hlin : Tendsto (fun t : ℝ => c * t - t ^ 2 / 2) atTop atBot := by
      refine tendsto_atBot_mono' atTop ?_ tendsto_neg_atTop_atBot
      filter_upwards [eventually_ge_atTop (2 * c + 2)] with t ht
      nlinarith [mul_nonneg (show 0 ≤ t by linarith) (sub_nonneg.2 ht)]
    have hn : Tendsto (fun a : ℝ => ‖a‖) (cocompact ℝ) atTop := tendsto_norm_cocompact_atTop
    refine squeeze_zero (retainedFraction_nonneg c) (fun a => ?_)
      ((Real.tendsto_exp_atBot.comp hlin).comp hn)
    simpa only [Function.comp_apply, Real.norm_eq_abs, sq_abs] using retainedFraction_le c a
```

The last theorem states the consequence for sampling: the ratio of truncated averages on the left, the ratio of exact averages on the right. Positivity of $T(a)$ comes from $R(a)>R(b)\ge0$, as before. The proof clears the denominators, and the identity `e`, $e^{t^2/2}e^{-t^2/2}=1$, converts between $T$ and $R$. The middle step of the calculation is the inequality $R(b)<R(a)$ multiplied by a positive factor.

```lean
/-- For a positive cutoff and `|a| < |b|`, the truncated weight of coupling `b` relative to
coupling `a` is strictly smaller than the exact relative weight. -/
theorem relative_weight_lt {c a b : ℝ} (hc : 0 < c) (hab : |a| < |b|) :
    truncatedAverage c b / truncatedAverage c a
      < (∫ x, Real.exp (b * x) ∂(gaussianReal 0 1))
        / ∫ x, Real.exp (a * x) ∂(gaussianReal 0 1) := by
  have h := (cutoff_suppression hc).2.1 a b hab
  have hpos : 0 < retainedFraction c a := (retainedFraction_nonneg c b).trans_lt h
  unfold retainedFraction at h hpos
  have hTa : 0 < truncatedAverage c a := (mul_pos_iff_of_pos_left (Real.exp_pos _)).1 hpos
  have e : ∀ t : ℝ, Real.exp (t ^ 2 / 2) * Real.exp (-t ^ 2 / 2) = 1 := by
    intro t
    rw [← Real.exp_add, show t ^ 2 / 2 + -t ^ 2 / 2 = 0 by ring, Real.exp_zero]
  rw [exact_average, exact_average, div_lt_div_iff₀ hTa (Real.exp_pos _)]
  calc truncatedAverage c b * Real.exp (a ^ 2 / 2)
      = (Real.exp (a ^ 2 / 2) * Real.exp (b ^ 2 / 2))
          * (Real.exp (-b ^ 2 / 2) * truncatedAverage c b) := by
        linear_combination (-(Real.exp (a ^ 2 / 2) * truncatedAverage c b)) * e b
    _ < (Real.exp (a ^ 2 / 2) * Real.exp (b ^ 2 / 2))
          * (Real.exp (-a ^ 2 / 2) * truncatedAverage c a) :=
        mul_lt_mul_of_pos_left h (by positivity)
    _ = Real.exp (b ^ 2 / 2) * truncatedAverage c a := by
        linear_combination (Real.exp (b ^ 2 / 2) * truncatedAverage c a) * e a

end

end TruncatedAuxiliaryField
```

```lean
#print axioms TruncatedAuxiliaryField.cutoff_suppression
-- 'TruncatedAuxiliaryField.cutoff_suppression' depends on axioms: [propext, Classical.choice, Quot.sound]
#print axioms TruncatedAuxiliaryField.relative_weight_lt
-- 'TruncatedAuxiliaryField.relative_weight_lt' depends on axioms: [propext, Classical.choice, Quot.sound]
```
